# For a given spin, the characteristic polynomial of $aJ_x+bJ_y+cJ_z$ depends only on $a^2+b^2+c^2$

For a single spin with an isotropic Zeeman coupling and no other term in the Hamiltonian, the levels in a tilted field are the coupling constant times the length of the field vector times the magnetic quantum numbers, and no matrix has to be diagonalised. The rule extends to complex field components if the length is replaced by a square root of the sum of their squares, taken without complex conjugation. Complex components occur in effective non-Hermitian Hamiltonians with decay, next to an imaginary multiple of the identity that shifts all eigenvalues equally.

Let the spin be $n/2$, with $\hbar=1$ and the coupling constant absorbed into the field $(a,b,c)$. If $a^2+b^2+c^2=s^2$, then

$$\det\bigl(x-(aJ_x+bJ_y+cJ_z)\bigr)=\prod_{k=0}^{n}\bigl(x-s(n/2-k)\bigr).$$

Either square root $s$ may be used, since $s\to-s$ only reverses the order of the factors.

## Removing the lowering part

Number the levels $k=0,\dots,n$ from the top, so that $J_z$ has diagonal entries $n/2-k$. The raising matrix $J_+$ has entries $w_i=\sqrt{(i+1)(n-i)}$ at position $(i,i+1)$, and $J_-=J_+^T$. The entry of $[J_-,J_z]$ at $(j+1,j)$ is $w_j[(n/2-j)-(n/2-j-1)]=w_j$, so $[J_-,J_z]=J_-$. Both $J_-J_+$ and $J_+J_-$ are diagonal, and their difference at level $i$ is

$$i(n+1-i)-(i+1)(n-i)=-2(n/2-i),$$

so $[J_-,J_+]=-2J_z$.

Since $J_x=(J_++J_-)/2$ and $J_y=(J_+-J_-)/(2i)$, the matrix is $M=\alpha J_++\beta J_-+\gamma J_z$ with $\alpha=(a-ib)/2$, $\beta=(a+ib)/2$ and $\gamma=c$. Hence $4\alpha\beta+\gamma^2=s^2$.

Suppose $\alpha\neq0$. For a number $t$, put $L=tJ_-$. Then

$$[L,M]=B=t\gamma J_--2t\alpha J_z,\qquad [L,B]=2D,\qquad D=-t^2\alpha J_-,\qquad [L,D]=0.$$

Induction on $k$ gives

$$L^kM=ML^k+kBL^{k-1}+k(k-1)DL^{k-2},$$

because a further factor $L$ changes the coefficient of $B$ to $k+1$ and that of $D$ to $k(k-1)+2k=(k+1)k$. Each $J_-$ moves one level down, so $L^{n+1}=0$. Dividing by $k!$ and summing to $k=n+2$ gives $EM=(M+B+D)E$ with $E=\sum_{k=0}^{n}L^k/k!$. This $E$ is one plus a nilpotent matrix, hence invertible, and

$$EME^{-1}=\alpha J_++(\gamma-2t\alpha)J_z+(\beta+t\gamma-t^2\alpha)J_-.$$

Choose $t=(\gamma-s)/(2\alpha)$. The coefficient of $J_z$ becomes $s$, and $4\alpha$ times that of $J_-$ is $4\alpha\beta+\gamma^2-s^2=0$. What remains is upper triangular with diagonal $s(n/2-k)$, which gives the product.

If $\alpha=0$, then $M$ is lower triangular and $\gamma=\pm s$. For the minus sign, replace $k$ by $n-k$.

When $s=0$ the polynomial is $x^{n+1}$, and Cayley–Hamilton gives $M^{n+1}=0$. Conversely, a nilpotent $M$ has polynomial $x^{n+1}$. Its root $sn/2$ must vanish, so $s=0$ if $n\neq0$.

## Spin 1 in the field $(5,4i,0)$

Here $s^2=25-16=9$, $\alpha=9/2$ and $\beta=1/2$, so

$$M=\frac1{\sqrt2}\begin{pmatrix}0&9&0\\1&0&9\\0&1&0\end{pmatrix},\qquad \det(x-M)=x^3-9x.$$

The eigenvalues are $3,0,-3$. Taking the Hermitian length, with $|a|^2+|b|^2+|c|^2=41$, would wrongly give $\pm\sqrt{41}$ for the outer levels: the squares carry no complex conjugation. Taken alone as a Hamiltonian, $M$ would let the norm of some states grow, since its anti-Hermitian part $4iJ_y$ has the eigenvalue $4i$. Subtracting $i\kappa$ with $\kappa\ge4$ prevents this and shifts every eigenvalue by $-i\kappa$.

## The spin matrices in Lean

```lean
import Mathlib

open Matrix Polynomial

noncomputable section

namespace SpinComponentCharpoly
```

The natural number `n` is twice the spin, and `Fin (n + 1)` labels the levels. Spin zero is included, as a $1\times1$ zero matrix.

```lean
/-- The ladder matrix element `√((i+1)(n-i))` between levels `i+1` and `i`, for `i < n`. -/
def ladderWeight (n i : ℕ) : ℂ := ((Real.sqrt (((i : ℝ) + 1) * ((n : ℝ) - i)) : ℝ) : ℂ)

/-- The raising matrix of spin `n/2`; level `k` has magnetic quantum number `n/2 - k`. -/
def Jplus (n : ℕ) : Matrix (Fin (n + 1)) (Fin (n + 1)) ℂ :=
  Matrix.of fun i j => if (i : ℕ) + 1 = (j : ℕ) then ladderWeight n i else 0

/-- The lowering matrix, the transpose of the real matrix `Jplus`. -/
def Jminus (n : ℕ) : Matrix (Fin (n + 1)) (Fin (n + 1)) ℂ := (Jplus n)ᵀ

/-- The diagonal matrix `Jz` with entries `n/2 - k`. -/
def Jz (n : ℕ) : Matrix (Fin (n + 1)) (Fin (n + 1)) ℂ :=
  Matrix.diagonal fun k => (n : ℂ) / 2 - ((k : ℕ) : ℂ)
```

The coefficients in the next definition are arbitrary complex numbers, so the matrix need not be Hermitian.

```lean
/-- The spin component `a Jx + b Jy + c Jz` along a complex vector, with `Jx = (J₊ + J₋)/2` and
`Jy = -(i/2)(J₊ - J₋)`. -/
def spinComponent (n : ℕ) (a b c : ℂ) : Matrix (Fin (n + 1)) (Fin (n + 1)) ℂ :=
  a • ((1 / 2 : ℂ) • (Jplus n + Jminus n))
    + b • ((-(Complex.I / 2)) • (Jplus n - Jminus n)) + c • Jz n
```

The truncated exponential is defined in any complex algebra; `expSum x N` contains the powers $0$ to $N-1$.

```lean
/-- The exponential series of `x` cut off after `N` terms. -/
def expSum {A : Type*} [Ring A] [Algebra ℂ A] (x : A) (N : ℕ) : A :=
  ∑ k ∈ Finset.range N, ((k.factorial : ℂ)⁻¹) • x ^ k
```

## Commutators from the matrix entries

The first commutator is checked entry by entry.

```lean
/-- The commutator `[J₋, Jz] = J₋`. -/
theorem Jminus_mul_Jz (n : ℕ) : Jminus n * Jz n = Jz n * Jminus n + Jminus n := by
  ext i j
  simp only [Jz, Matrix.mul_diagonal, Matrix.diagonal_mul, Matrix.add_apply, Jminus,
    Matrix.transpose_apply, Jplus, Matrix.of_apply]
  by_cases h : (j : ℕ) + 1 = (i : ℕ)
  · have h' : ((i : ℕ) : ℂ) = ((j : ℕ) : ℂ) + 1 := by exact_mod_cast h.symm
    simp only [if_pos h]
    linear_combination ladderWeight n j * h'
  · simp [h]
```

For the second, `hw` squares the square-root weight, and `h1` and `h2` compute the two diagonal products, including the end levels, where at least one of them vanishes.

```lean
/-- The commutator `[J₋, J₊] = -2 Jz`. -/
theorem Jminus_mul_Jplus (n : ℕ) :
    Jminus n * Jplus n = Jplus n * Jminus n - (2 : ℂ) • Jz n := by
  have hw : ∀ i : ℕ, i ≤ n →
      ladderWeight n i * ladderWeight n i = ((i : ℂ) + 1) * ((n : ℂ) - i) := by
    intro i hi
    have h0 : (0 : ℝ) ≤ (n : ℝ) - i := sub_nonneg.mpr (by exact_mod_cast hi)
    rw [ladderWeight, ← Complex.ofReal_mul, Real.mul_self_sqrt (by positivity)]
    push_cast
    ring
  ext ⟨i, hi⟩ ⟨j, hj⟩
  -- both products are diagonal
  have h1 : (Jplus n * Jminus n) ⟨i, hi⟩ ⟨j, hj⟩ =
      if i = j then ((i : ℂ) + 1) * ((n : ℂ) - i) else 0 := by
    simp only [Matrix.mul_apply, Jminus, Matrix.transpose_apply, Jplus, Matrix.of_apply]
    rw [Fin.sum_univ_eq_sum_range (fun k => (if i + 1 = k then ladderWeight n i else 0) *
      (if j + 1 = k then ladderWeight n j else 0)) (n + 1)]
    simp only [ite_mul, zero_mul, Finset.sum_ite_eq, Finset.mem_range]
    by_cases h : i = j
    · subst h
      rcases Nat.lt_or_ge i n with h | h
      · simp [h, hw i h.le]
      · have hn : i = n := by omega
        simp [hn]
    · simp [h, Ne.symm h]
  have h2 : (Jminus n * Jplus n) ⟨i, hi⟩ ⟨j, hj⟩ =
      if i = j then (i : ℂ) * ((n : ℂ) + 1 - i) else 0 := by
    simp only [Matrix.mul_apply, Jminus, Matrix.transpose_apply, Jplus, Matrix.of_apply]
    rw [Fin.sum_univ_eq_sum_range (fun k => (if k + 1 = i then ladderWeight n k else 0) *
      (if k + 1 = j then ladderWeight n k else 0)) (n + 1)]
    cases i with
    | zero => simp
    | succ m =>
      simp only [Nat.add_right_cancel_iff, ite_mul, zero_mul, Finset.sum_ite_eq',
        Finset.mem_range]
      rw [if_pos (show m < n + 1 by omega)]
      by_cases h : m + 1 = j
      · rw [if_pos h, if_pos h, hw m (by omega)]
        push_cast
        ring
      · rw [if_neg h, if_neg h, mul_zero]
  simp only [Matrix.sub_apply, h1, h2, Matrix.smul_apply, Jz, Matrix.diagonal_apply,
    Fin.mk.injEq, smul_eq_mul]
  split_ifs <;> ring
```

## Conjugation by a finite exponential

In the next lemma `l`, `a`, `b`, `c` are algebra elements, standing for $L$, $M$, $B$, $D$ above and not for field components. `hpow` is the induction on powers, `hsum` sums it with three different cut-offs, and `l ^ K = 0` makes the three sums equal. `hu` proves invertibility.

```lean
/-- A special case of Hadamard's lemma, where the series stops at the double commutator: if
`l ^ K = 0`, `[l, a] = b`, `[l, b] = 2c` and `[l, c] = 0`, then the truncated exponential
`expSum l K` is invertible and conjugates `a` into `a + b + c`. -/
theorem hadamard {A : Type*} [Ring A] [Algebra ℂ A] {l a b c : A} {K : ℕ}
    (h0 : l * a = a * l + b) (h1 : l * b = b * l + (2 : ℂ) • c) (h2 : l * c = c * l)
    (hl : l ^ K = 0) :
    ∃ u : Aˣ, (u : A) = expSum l K ∧ (u : A) * a = (a + b + c) * u := by
  have a0 : ∀ y, l * (a * y) = a * (l * y) + b * y := fun y => by
    rw [← mul_assoc, h0, add_mul, mul_assoc]
  have a1 : ∀ y, l * (b * y) = b * (l * y) + (2 : ℂ) • (c * y) := fun y => by
    rw [← mul_assoc, h1, add_mul, mul_assoc, smul_mul_assoc]
  have a2 : ∀ y, l * (c * y) = c * (l * y) := fun y => by rw [← mul_assoc, h2, mul_assoc]
  -- move a power of `l` past `a`
  have hpow : ∀ k : ℕ, l ^ (k + 2) * a = a * l ^ (k + 2) + ((k : ℂ) + 2) • (b * l ^ (k + 1))
      + (((k : ℂ) + 2) * ((k : ℂ) + 1)) • (c * l ^ k) := by
    intro k
    induction k with
    | zero =>
      simp only [zero_add, pow_two, pow_one, pow_zero, mul_one, mul_assoc, h0, mul_add, a0, h1,
        Nat.cast_zero]
      module
    | succ k ih =>
      rw [show l ^ (k + 1 + 2) = l * l ^ (k + 2) from pow_succ' l (k + 2), mul_assoc, ih]
      simp only [pow_succ', mul_add, mul_smul_comm, a0, a1, a2]
      push_cast
      module
  have fac : ∀ k : ℕ, ((k.factorial : ℂ)⁻¹) = ((k : ℂ) + 1) * (((k + 1).factorial : ℂ)⁻¹) := by
    intro k
    rw [Nat.factorial_succ, Nat.cast_mul, Nat.cast_add, Nat.cast_one, mul_inv, ← mul_assoc,
      mul_inv_cancel₀ (Nat.cast_add_one_ne_zero k), one_mul]
  have e : ∀ k, expSum l (k + 1) = expSum l k + ((k.factorial : ℂ)⁻¹) • l ^ k :=
    fun k => Finset.sum_range_succ _ k
  have hsum : ∀ N, expSum l (N + 2) * a =
      a * expSum l (N + 2) + b * expSum l (N + 1) + c * expSum l N := by
    intro N
    induction N with
    | zero =>
      have s2 : expSum l (0 + 2) = 1 + l := by simp [expSum, Finset.sum_range_succ]
      have s1 : expSum l (0 + 1) = 1 := by simp [expSum]
      have s0 : expSum l 0 = 0 := by simp [expSum]
      rw [s2, s1, s0, add_mul, h0]
      simp only [mul_add, one_mul, mul_one, mul_zero]
      module
    | succ N ih =>
      have e3 : expSum l (N + 1 + 2) =
          expSum l (N + 2) + (((N + 2).factorial : ℂ)⁻¹) • l ^ (N + 2) := e (N + 2)
      have kb : b * expSum l (N + 1 + 1) =
          b * expSum l (N + 1) + (((N + 1).factorial : ℂ)⁻¹) • (b * l ^ (N + 1)) := by
        rw [e (N + 1), mul_add, mul_smul_comm]
      have kc : c * expSum l (N + 1) =
          c * expSum l N + ((N.factorial : ℂ)⁻¹) • (c * l ^ N) := by
        rw [e N, mul_add, mul_smul_comm]
      have f2 : (((N + 1).factorial : ℂ)⁻¹) =
          (((N + 1 : ℕ) : ℂ) + 1) * (((N + 2).factorial : ℂ)⁻¹) := fac (N + 1)
      rw [e3, add_mul, ih, smul_mul_assoc, hpow, kb, kc, mul_add a, mul_smul_comm, fac N, f2]
      push_cast
      module
  have s1 : expSum l (K + 1) = expSum l K := by rw [e, hl, smul_zero, add_zero]
  have s2 : expSum l (K + 2) = expSum l K := by
    rw [show expSum l (K + 2) = _ from e (K + 1), s1, pow_succ, hl, zero_mul, smul_zero, add_zero]
  -- the series is one plus a nilpotent element
  have hu : IsUnit (expSum l K) := by
    have comm : Commute l (∑ k ∈ Finset.range K, (((k + 1).factorial : ℂ)⁻¹) • l ^ k) :=
      Commute.sum_right _ _ _ fun k _ => ((Commute.refl l).pow_right k).smul_right _
    rw [← s1, expSum, Finset.sum_range_succ', add_comm]
    have hm : ∑ k ∈ Finset.range K, (((k + 1).factorial : ℂ)⁻¹) • l ^ (k + 1) =
        l * ∑ k ∈ Finset.range K, (((k + 1).factorial : ℂ)⁻¹) • l ^ k := by
      rw [Finset.mul_sum]
      exact Finset.sum_congr rfl fun k _ => by rw [mul_smul_comm, ← pow_succ']
    rw [hm, Nat.factorial_zero, Nat.cast_one, inv_one, one_smul, pow_zero]
    exact IsNilpotent.isUnit_one_add ⟨K, by rw [comm.mul_pow, hl, zero_mul]⟩
  obtain ⟨u, hu⟩ := hu
  refine ⟨u, hu, ?_⟩
  have h := hsum K
  rw [s2, s1] at h
  rw [hu, h, add_mul, add_mul]
```

## Triangular matrices and nilpotency of $J_-$

The upper triangular case is read off the diagonal; the lower one follows by transposition.

```lean
/-- `α J₊ + γ Jz` has characteristic polynomial `∏ (x - γ(n/2 - k))`, and `α J₋ + γ Jz` has the
same one. -/
theorem charpoly_triangular (n : ℕ) (α γ : ℂ) :
    (α • Jplus n + γ • Jz n).charpoly =
      ∏ k : Fin (n + 1), (X - C (γ * ((n : ℂ) / 2 - ((k : ℕ) : ℂ)))) ∧
    (α • Jminus n + γ • Jz n).charpoly = (α • Jplus n + γ • Jz n).charpoly := by
  constructor
  · rw [Matrix.charpoly_of_isUpperTriangular]
    · refine Finset.prod_congr rfl fun k _ => ?_
      simp [Jplus, Jz]
    · intro i j hij
      have h1 : (j : ℕ) < (i : ℕ) := hij
      have h2 : (i : ℕ) + 1 ≠ j := by omega
      have h3 : i ≠ j := fun h => by subst h; omega
      simp [Jplus, Jz, h2, Matrix.diagonal_apply_ne _ h3]
  · have ht : α • Jminus n + γ • Jz n = (α • Jplus n + γ • Jz n)ᵀ := by simp [Jminus, Jz]
    rw [ht, Matrix.charpoly_transpose]
```

The commutators now fit the conjugation lemma in the case $M=J_+$, $t=1$. The last part obtains $J_-^{n+1}=0$ from Cayley–Hamilton, where the derivation above counted levels.

```lean
/-- The spin matrices `l = J₋`, `a = J₊`, `b = -2 Jz`, `c = -J₋` meet the hypotheses of the theorem
`hadamard`, with `J₋ ^ (n+1) = 0`. -/
theorem hadamard_witness (n : ℕ) :
    Jminus n * Jplus n = Jplus n * Jminus n + (-2 : ℂ) • Jz n ∧
    Jminus n * ((-2 : ℂ) • Jz n) = ((-2 : ℂ) • Jz n) * Jminus n + (2 : ℂ) • (-Jminus n) ∧
    Jminus n * (-Jminus n) = (-Jminus n) * Jminus n ∧ Jminus n ^ (n + 1) = 0 := by
  refine ⟨?_, ?_, by rw [mul_neg, neg_mul], ?_⟩
  · rw [Jminus_mul_Jplus]
    module
  · rw [mul_smul_comm, Jminus_mul_Jz, smul_mul_assoc]
    module
  · -- Cayley–Hamilton
    have h : (Jminus n).charpoly = X ^ (n + 1) := by
      simpa using (charpoly_triangular n 1 0).2.trans (charpoly_triangular n 1 0).1
    have h2 := Matrix.aeval_self_charpoly (Jminus n)
    rwa [h, map_pow, aeval_X] at h2
```

## The characteristic polynomial

The case split is on $\alpha=0$, where `Fin.revPerm` reverses the levels if $\gamma=-s$. Otherwise `h1` and `h2` are the two coefficient conditions on $t$, and `Matrix.charpoly_mul_comm` shows that conjugation preserves the polynomial.

```lean
/-- If `4αβ + γ² = s²`, then `α J₊ + β J₋ + γ Jz` has characteristic polynomial
`∏ (x - s(n/2 - k))`. -/
theorem charpoly_ladder (n : ℕ) {α β γ s : ℂ} (h : 4 * α * β + γ ^ 2 = s ^ 2) :
    (α • Jplus n + β • Jminus n + γ • Jz n).charpoly =
      ∏ k : Fin (n + 1), (X - C (s * ((n : ℂ) / 2 - ((k : ℕ) : ℂ)))) := by
  by_cases hα : α = 0
  · -- no raising part: the matrix is triangular and `γ = ± s`
    have hs : γ ^ 2 = s ^ 2 := by simpa [hα] using h
    rw [hα, zero_smul, zero_add, (charpoly_triangular n β γ).2, (charpoly_triangular n β γ).1]
    rcases sq_eq_sq_iff_eq_or_eq_neg.mp hs with hc | hc
    · rw [hc]
    · refine Fintype.prod_equiv Fin.revPerm _ _ fun k => ?_
      have hk : (k : ℕ) + (Fin.rev k : ℕ) = n := by
        rw [Fin.val_rev]
        have := k.isLt
        omega
      have hk' : ((k : ℕ) : ℂ) + ((Fin.rev k : ℕ) : ℂ) = n := by exact_mod_cast hk
      rw [Fin.revPerm_apply, hc]
      congr 2
      linear_combination s * hk'
  · -- conjugation by `exp (t J₋)` removes the lowering part
    obtain ⟨t, ht⟩ : ∃ t : ℂ, 2 * α * t = γ - s := ⟨(γ - s) / (2 * α), by field_simp⟩
    have h1 : γ - 2 * t * α = s := by linear_combination -ht
    have h2 : β + t * γ - t ^ 2 * α = 0 := by
      apply mul_left_cancel₀ hα
      linear_combination h / 4 + (γ / 2 - (2 * α * t + γ - s) / 4) * ht
    obtain ⟨u, -, hu⟩ := hadamard (l := t • Jminus n) (K := n + 1)
      (a := α • Jplus n + β • Jminus n + γ • Jz n)
      (b := (t * γ) • Jminus n - (2 * t * α) • Jz n) (c := (-(t ^ 2 * α)) • Jminus n)
      (by simp only [mul_add, add_mul, smul_mul_assoc, mul_smul_comm, Jminus_mul_Jz,
            Jminus_mul_Jplus]
          module)
      (by simp only [mul_sub, sub_mul, smul_mul_assoc, mul_smul_comm, Jminus_mul_Jz]
          module)
      (by simp only [smul_mul_assoc, mul_smul_comm]
          module)
      (by rw [_root_.smul_pow, (hadamard_witness n).2.2.2, smul_zero])
    have hN : α • Jplus n + β • Jminus n + γ • Jz n
        + ((t * γ) • Jminus n - (2 * t * α) • Jz n) + (-(t ^ 2 * α)) • Jminus n =
        α • Jplus n + (γ - 2 * t * α) • Jz n + (β + t * γ - t ^ 2 * α) • Jminus n := by
      module
    rw [hN, h1, h2, zero_smul, add_zero] at hu
    have hM : α • Jplus n + β • Jminus n + γ • Jz n =
        (u⁻¹).val * ((α • Jplus n + s • Jz n) * u.val) := by
      rw [← hu, Units.inv_mul_cancel_left]
    rw [hM, Matrix.charpoly_mul_comm, mul_assoc, Units.mul_inv, mul_one,
      (charpoly_triangular n α s).1]
```

In the main theorem `X` is the polynomial variable and `C` embeds a number as a constant polynomial. The hypothesis `h` says only that $s$ is a square root of $a^2+b^2+c^2$. The theorem gives eigenvalues with algebraic multiplicity, and no eigenvectors. That a real system is described by such a linear Hamiltonian, without quadratic terms such as zero-field splitting, is a physical input.

```lean
/-- For complex `a, b, c, s` with `a² + b² + c² = s²`, the spin `n/2` matrix `a Jx + b Jy + c Jz`
has characteristic polynomial `∏ (x - s(n/2 - k))`, with `k` from `0` to `n`. -/
theorem charpoly_spinComponent (n : ℕ) {a b c s : ℂ} (h : a ^ 2 + b ^ 2 + c ^ 2 = s ^ 2) :
    (spinComponent n a b c).charpoly =
      ∏ k : Fin (n + 1), (X - C (s * ((n : ℂ) / 2 - ((k : ℕ) : ℂ)))) := by
  have hM : spinComponent n a b c = ((a - Complex.I * b) / 2) • Jplus n
      + ((a + Complex.I * b) / 2) • Jminus n + c • Jz n := by
    unfold spinComponent
    module
  rw [hM]
  exact charpoly_ladder n (by linear_combination h - b ^ 2 * Complex.I_sq)
```

## Vanishing powers

With $s=0$ the product collapses to `X ^ (n + 1)`. An example is $(1,i,0)$, for which the matrix is $J_+$ itself.

```lean
/-- If `a² + b² + c² = 0`, the `(n+1)`-th power of `a Jx + b Jy + c Jz` vanishes. -/
theorem spinComponent_pow_eq_zero (n : ℕ) {a b c : ℂ} (h : a ^ 2 + b ^ 2 + c ^ 2 = 0) :
    spinComponent n a b c ^ (n + 1) = 0 := by
  have hc : (spinComponent n a b c).charpoly = X ^ (n + 1) := by
    rw [charpoly_spinComponent n (s := 0) (by rw [h]; norm_num)]
    simp
  have h2 := Matrix.aeval_self_charpoly (spinComponent n a b c)
  rwa [hc, map_pow, aeval_X] at h2
```

For the converse, the proof takes a complex square root $s$ and evaluates the polynomial at the top level $sn/2$. The hypothesis `hn` excludes spin zero, whose matrix is nilpotent for every field.

```lean
/-- For nonzero spin, `a Jx + b Jy + c Jz` is nilpotent exactly when `a² + b² + c² = 0`. -/
theorem isNilpotent_spinComponent_iff {n : ℕ} (hn : n ≠ 0) (a b c : ℂ) :
    IsNilpotent (spinComponent n a b c) ↔ a ^ 2 + b ^ 2 + c ^ 2 = 0 := by
  refine ⟨fun h => ?_, fun h => ⟨n + 1, spinComponent_pow_eq_zero n h⟩⟩
  obtain ⟨s, hs⟩ := IsAlgClosed.exists_pow_nat_eq (a ^ 2 + b ^ 2 + c ^ 2) (n := 2) two_pos
  have hc := (Matrix.isNilpotent_charpoly_sub_pow_of_isNilpotent h).eq_zero
  rw [charpoly_spinComponent n hs.symm, sub_eq_zero] at hc
  -- the top level `s n/2` is a root, so it must vanish
  have hz : eval (s * ((n : ℂ) / 2))
      (∏ k : Fin (n + 1), (X - C (s * ((n : ℂ) / 2 - ((k : ℕ) : ℂ))))) = 0 := by
    rw [eval_prod]
    exact Finset.prod_eq_zero (Finset.mem_univ 0) (by simp)
  rw [hc, eval_pow, eval_X] at hz
  have h0 : s * ((n : ℂ) / 2) = 0 := (pow_eq_zero_iff (by simp)).mp hz
  have hn' : (n : ℂ) / 2 ≠ 0 := div_ne_zero (Nat.cast_ne_zero.mpr hn) two_ne_zero
  have hs0 : s = 0 := (mul_eq_zero.mp h0).resolve_right hn'
  rw [← hs, hs0]
  norm_num

end SpinComponentCharpoly
```

```lean
#print axioms SpinComponentCharpoly.charpoly_spinComponent
-- 'SpinComponentCharpoly.charpoly_spinComponent' depends on axioms: [propext, Classical.choice, Quot.sound]
#print axioms SpinComponentCharpoly.isNilpotent_spinComponent_iff
-- 'SpinComponentCharpoly.isNilpotent_spinComponent_iff' depends on axioms: [propext, Classical.choice, Quot.sound]
```
